# Damping a finite real symmetric response matrix elementwise by a positive semidefinite taper with unit diagonal never lowers a concave spectral sum

A response matrix `M` on finitely many sites, real and with an orthonormal set of eigenmodes, is damped by multiplying each element by the matching element of a taper `C`. The theorem `sum_concave_le` says that if `C` is positive semidefinite with unit diagonal, and `f` is concave on a set containing the eigenvalues of `M`, then the sum of `f` over the eigenvalues of `M` is at most the same sum for the damped matrix. The attempt writes each damped eigenvalue as an average of the original ones, with overlap weights that are nonnegative and sum to one over either set of modes. Jensen's inequality for each damped eigenvalue, summed over them all, then gives the result.

An attempt in Lean 4 with a fault in it:

```lean
import Mathlib

open Matrix

namespace SumConcaveLe

noncomputable section

variable {n : Type*} [Fintype n] [DecidableEq n]

/-- The tapered response: each element `M i j` is multiplied by the damping factor `C i j`. -/
def taper {n : Type*} (C M : Matrix n n ℝ) : Matrix n n ℝ :=
  Matrix.of fun i j => C i j * M i j

/-- The columns of the orthogonal matrix `U` are eigenmodes of `A` with eigenvalues `l`. -/
def IsModes (A U : Matrix n n ℝ) (l : n → ℝ) : Prop :=
  U * Uᵀ = 1 ∧ A = U * diagonal l * Uᵀ

/-- The overlap weight of two modes `x` and `y` seen through the taper `C`: the quadratic form
of `C` in the pointwise product of the modes. -/
def overlap (C : Matrix n n ℝ) (x y : n → ℝ) : ℝ :=
  ∑ a, ∑ b, C a b * ((x a * y a) * (x b * y b))

omit [DecidableEq n] in
/-- The quadratic form of a real matrix, written as a double sum over sites. -/
theorem quadratic_eq_sum (A : Matrix n n ℝ) (x : n → ℝ) :
    star x ⬝ᵥ A *ᵥ x = ∑ a, ∑ b, A a b * (x a * x b) := by
  simp only [dotProduct, Matrix.mulVec, Finset.mul_sum, Pi.star_apply, star_trivial]
  exact Finset.sum_congr rfl fun a _ => Finset.sum_congr rfl fun b _ => by ring

/-- Each eigenvalue is the quadratic form of the matrix in its own mode. -/
theorem eigenvalue_eq {A U : Matrix n n ℝ} {l : n → ℝ} (h : IsModes A U l) (i : n) :
    l i = ∑ a, ∑ b, A a b * (U a i * U b i) := by
  have hU : Uᵀ * U = 1 := mul_eq_one_comm.1 h.1
  have hd : Uᵀ * A * U = diagonal l := by
    calc Uᵀ * A * U = (Uᵀ * U) * diagonal l * (Uᵀ * U) := by
          rw [h.2]; simp only [Matrix.mul_assoc]
      _ = diagonal l := by rw [hU, one_mul, mul_one]
  have hi := congrFun (congrFun hd i) i
  simp only [Matrix.mul_apply, Matrix.transpose_apply, Matrix.diagonal_apply_eq,
    Finset.sum_mul] at hi
  rw [← hi, Finset.sum_comm]
  exact Finset.sum_congr rfl fun a _ => Finset.sum_congr rfl fun b _ => by ring

/-- The quadratic form of the tapered response is a sum over the modes of the untapered one,
each eigenvalue entering with its overlap weight. -/
theorem taper_quadratic (C : Matrix n n ℝ) {M U : Matrix n n ℝ} {l : n → ℝ}
    (h : IsModes M U l) (x : n → ℝ) :
    ∑ a, ∑ b, taper C M a b * (x a * x b) = ∑ j, l j * overlap C x (fun a => U a j) := by
  have entry : ∀ a b, M a b = ∑ j, U a j * l j * U b j := by
    intro a b
    rw [h.2, Matrix.mul_apply]
    simp only [Matrix.mul_diagonal, Matrix.transpose_apply]
  simp only [taper, Matrix.of_apply, entry, overlap, Finset.mul_sum, Finset.sum_mul]
  symm
  rw [Finset.sum_comm]
  refine Finset.sum_congr rfl fun a _ => ?_
  rw [Finset.sum_comm]
  exact Finset.sum_congr rfl fun b _ => Finset.sum_congr rfl fun j _ => by ring

/-- If the taper has unit diagonal, the overlap weights of a normalized mode with a complete
orthonormal set of modes add up to one. -/
theorem overlap_sum {C U : Matrix n n ℝ} (h1 : ∀ i, C i i = 1) (hU : U * Uᵀ = 1)
    {x : n → ℝ} (hx : ∑ a, x a * x a = 1) : ∑ j, overlap C x (fun a => U a j) = 1 := by
  -- apply the mode expansion to the identity matrix
  have h := taper_quadratic C (M := 1) (U := U) (l := fun _ => 1) ⟨hU, by simp [hU]⟩ x
  simp only [taper, Matrix.of_apply, Matrix.one_apply, mul_ite, mul_one, mul_zero, ite_mul,
    zero_mul, one_mul, Finset.sum_ite_eq, Finset.mem_univ, if_true, h1] at h
  rw [← h]
  exact hx

/-- For a positive semidefinite taper with unit diagonal, tapering does not lower the spectral
sum of any function `f` concave on a set `s` that contains the eigenvalues of `M`. -/
theorem sum_concave_le {C M U W : Matrix n n ℝ} {l t : n → ℝ} (hC : C.PosSemidef)
    (h1 : ∀ i, C i i = 1) (hM : IsModes M U l) (hT : IsModes (taper C M) W t)
    {s : Set ℝ} {f : ℝ → ℝ} (hf : ConcaveOn ℝ s f) (hl : ∀ j, l j ∈ s) :
    ∑ j, f (l j) ≤ ∑ i, f (t i) := by
  have norm1 : ∀ V : Matrix n n ℝ, V * Vᵀ = 1 → ∀ i, ∑ a, V a i * V a i = 1 := by
    intro V hV i
    have h := congrFun (congrFun (mul_eq_one_comm.1 hV) i) i
    simpa only [Matrix.mul_apply, Matrix.transpose_apply, Matrix.one_apply_eq] using h
  let S : n → n → ℝ := fun i j => overlap C (fun a => W a i) (fun a => U a j)
  have hS : ∀ i j, 0 ≤ S i j := by
    intro i j
    have := hC.dotProduct_mulVec_nonneg (fun a => W a i * U a j)
    rwa [quadratic_eq_sum] at this
  -- the weights are doubly stochastic
  have row : ∀ i, ∑ j, S i j = 1 := fun i => overlap_sum h1 hM.1 (norm1 W hT.1 i)
  have col : ∀ j, ∑ i, S i j = 1 := by
    intro j
    rw [← overlap_sum h1 hT.1 (norm1 U hM.1 j)]
    refine Finset.sum_congr rfl fun i _ => ?_
    exact Finset.sum_congr rfl fun a _ => Finset.sum_congr rfl fun b _ => by ring
  have ht : ∀ i, t i = ∑ j, S i j • l j := by
    intro i
    rw [eigenvalue_eq hT i, taper_quadratic C hM (fun a => W a i)]
    exact Finset.sum_congr rfl fun j _ => mul_comm _ _
  calc ∑ j, f (l j) = ∑ j, ∑ i, S i j • f (l j) := by
        refine Finset.sum_congr rfl fun j _ => ?_
        rw [← Finset.sum_smul, col j, one_smul]
    _ = ∑ i, ∑ j, S i j • f (l j) := Finset.sum_comm
    _ ≤ ∑ i, f (t i) := by
        refine Finset.sum_le_sum fun i _ => ?_
        rw [ht i]
        exact hf.le_map_sum (fun j _ => hS i j) (row i) (fun j _ => hl j)

end

end SumConcaveLe
```

The error:

```
Main.lean:80:23: error: Application type mismatch: The argument
  congrFun (mul_eq_one_comm.mp ?m.94) i
has type
  (?m.91 * ?m.90) i = 1 i
but is expected to have type
  ?m.81 = ?m.82
in the application
  congrFun (congrFun (mul_eq_one_comm.mp ?m.94) i)
Main.lean:82:2: error: stuck at solving universe constraint
  ?u.100 + 1 =?= imax (u_1 + 1) ?u.98
while trying to unify
  Eq.{imax (u_1 + 1) ?u.98} (HMul.hMul.{?u.100, ?u.100, ?u.100} ?m.91 ?m.90) (OfNat.ofNat.{?u.100} 1) : Prop
with
  Eq.{?u.100 + 1} (HMul.hMul.{?u.100, ?u.100, ?u.100} ?m.91 ?m.90) (OfNat.ofNat.{?u.100} 1) : Prop
Main.lean:77:32: error: stuck at solving universe constraint
  ?u.100 + 1 =?= imax (u_1 + 1) ?u.98
while trying to unify
  Eq.{imax (u_1 + 1) ?u.98} (HMul.hMul.{?u.100, ?u.100, ?u.100} ?m.91 ?m.90) (OfNat.ofNat.{?u.100} 1) : Prop
with
  Eq.{?u.100 + 1} (HMul.hMul.{?u.100, ?u.100, ?u.100} ?m.91 ?m.90) (OfNat.ofNat.{?u.100} 1) : Prop
```

The first error is in `norm1`, where `mul_eq_one_comm.1 hV` sits directly inside two uses of `congrFun`. The message shows `hV` still as the placeholder `?m.94` and the factors of the product as unknowns, so Lean did not yet know that the equation was between matrices. After one index was applied, it could not see the two sides as functions taking a second, which the outer `congrFun` needs. The two universe errors come from the same equation: the universe of its unknown type could not be matched with that of a function type.

The repair first states `hV' : Vᵀ * V = 1`. This fixes the type as real matrices, which are functions of two indices, so both uses of `congrFun` apply and the universes are determined.

The added `simp only [S, overlap]` in `col` unfolds the weights into explicit double sums before they are compared term by term. No message points to that step, so the messages do not show whether this change was needed.

After these edits no error is left:

```diff
@@ -78,5 +78,6 @@
   have norm1 : ∀ V : Matrix n n ℝ, V * Vᵀ = 1 → ∀ i, ∑ a, V a i * V a i = 1 := by
     intro V hV i
-    have h := congrFun (congrFun (mul_eq_one_comm.1 hV) i) i
+    have hV' : Vᵀ * V = 1 := mul_eq_one_comm.1 hV
+    have h := congrFun (congrFun hV' i) i
     simpa only [Matrix.mul_apply, Matrix.transpose_apply, Matrix.one_apply_eq] using h
   let S : n → n → ℝ := fun i j => overlap C (fun a => W a i) (fun a => U a j)
@@ -91,4 +92,5 @@
     rw [← overlap_sum h1 hT.1 (norm1 U hM.1 j)]
     refine Finset.sum_congr rfl fun i _ => ?_
+    simp only [S, overlap]
     exact Finset.sum_congr rfl fun a _ => Finset.sum_congr rfl fun b _ => by ring
   have ht : ∀ i, t i = ∑ j, S i j • l j := by
```
